# No linear quantisation of polynomials in q and p, with q ↦ Q, p ↦ P and QP − PQ = iħ ≠ 0, preserves the squares of all observables of degree at most two

Classical observables are here complex polynomials in one position q and one momentum p, and a quantisation is a complex-linear map T from them into a nontrivial complex algebra, with T(q) = Q and T(p) = P. The theorem says that if QP − PQ = iħ times the identity, with ħ any nonzero complex number, then no such T satisfies T(f²) = T(f)² for every f of total degree at most two. No Hilbert space is assumed, and Q and P need not be self-adjoint. The proof supposes that such a T exists and computes T(q²p²) in two ways, as the square of (QP + PQ)/2 and as (Q²P² + P²Q²)/2. By an earlier lemma these differ by 3ħ²/4 times the identity, so that multiple would have to be zero, which it is not.

An attempt in Lean 4 with a fault in it:

```lean
import Mathlib

open MvPolynomial

namespace NoSquarePreservingQuantisation

noncomputable section

/-- Classical observables: complex polynomials in one position and one momentum. -/
abbrev Obs := MvPolynomial (Fin 2) ℂ

/-- The classical position. -/
abbrev q : Obs := X 0

/-- The classical momentum. -/
abbrev p : Obs := X 1

variable {A : Type*} [Ring A] [Algebra ℂ A]

/-- The symmetrised product `(ab + ba)/2` of two quantum observables. -/
def symProd (a b : A) : A := (1 / 2 : ℂ) • (a * b + b * a)

/-- If a linear quantisation respects the squares of `f`, `g` and `f + g`, it sends the
product `fg` to the symmetrised product of the quantised factors. -/
theorem map_mul_eq_symProd (T : Obs →ₗ[ℂ] A) (f g : Obs)
    (hf : T (f ^ 2) = T f ^ 2) (hg : T (g ^ 2) = T g ^ 2)
    (hfg : T ((f + g) ^ 2) = T (f + g) ^ 2) :
    T (f * g) = symProd (T f) (T g) := by
  have h : (f + g) ^ 2 = f ^ 2 + g ^ 2 + (2 : ℂ) • (f * g) := by
    rw [two_smul]; ring
  rw [h] at hfg
  simp only [map_add, map_smul, hf, hg] at hfg
  -- the cross terms of the two squares must agree
  have e : (2 : ℂ) • T (f * g) = T f * T g + T g * T f := by
    calc (2 : ℂ) • T (f * g) = (T f + T g) ^ 2 - T f ^ 2 - T g ^ 2 := by
          rw [← hfg]; abel
      _ = T f * T g + T g * T f := by noncomm_ring
  unfold symProd
  rw [← e, smul_smul]
  norm_num

/-- A linear quantisation with `q ↦ Q`, `p ↦ P` that respects squares of observables of degree
at most two assigns to `q²p²` both the square of the symmetrised product of `Q` and `P` and the
symmetrised product of `Q²` and `P²`. -/
theorem forced_values (T : Obs →ₗ[ℂ] A) {Q P : A} (hQ : T q = Q) (hP : T p = P)
    (hT : ∀ f : Obs, f.totalDegree ≤ 2 → T (f ^ 2) = T f ^ 2) :
    T (q ^ 2 * p ^ 2) = symProd Q P ^ 2 ∧
      T (q ^ 2 * p ^ 2) = symProd (Q ^ 2) (P ^ 2) := by
  have dq : totalDegree q ≤ 2 := by simp [totalDegree_X]
  have dp : totalDegree p ≤ 2 := by simp [totalDegree_X]
  have dq2 : totalDegree (q ^ 2) ≤ 2 := (totalDegree_X_pow 0 2).le
  have dp2 : totalDegree (p ^ 2) ≤ 2 := (totalDegree_X_pow 1 2).le
  have dqp : totalDegree (q * p) ≤ 2 :=
    (totalDegree_mul _ _).trans (by simp [totalDegree_X])
  constructor
  · -- read `q²p²` as `(qp)²`
    rw [← mul_pow, hT _ dqp, map_mul_eq_symProd T q p (hT _ dq) (hT _ dp)
      (hT _ ((totalDegree_add _ _).trans (max_le dq dp))), hQ, hP]
  · -- read `q²p²` as the product of `q²` and `p²`
    rw [map_mul_eq_symProd T (q ^ 2) (p ^ 2) (hT _ dq2) (hT _ dp2)
      (hT _ ((totalDegree_add _ _).trans (max_le dq2 dp2))), hT _ dq, hT _ dp, hQ, hP]

/-- If `QP - PQ = iħ`, the square of the symmetrised product of `Q` and `P` minus the symmetrised
product of `Q²` and `P²` equals `3ħ²/4` times the identity. -/
theorem ordering_gap {Q P : A} {hbar : ℂ}
    (h : Q * P - P * Q = (Complex.I * hbar) • (1 : A)) :
    symProd Q P ^ 2 - symProd (Q ^ 2) (P ^ 2) = (3 * hbar ^ 2 / 4) • (1 : A) := by
  obtain ⟨c, hc⟩ : ∃ c : ℂ, c = Complex.I * hbar := ⟨_, rfl⟩
  rw [← hc] at h
  have hs : 3 * hbar ^ 2 / 4 = -(3 / 4) * c ^ 2 := by
    rw [hc, mul_pow, Complex.I_sq]; ring
  have hQP : Q * P = P * Q + c • (1 : A) := by rw [← h]; abel
  have hPQ : P * Q = Q * P - c • (1 : A) := by rw [← h]; abel
  -- express both quartic orderings through `QP` and `PQ`
  have h1 : Q ^ 2 * P ^ 2 = (Q * P) * (Q * P) + c • (Q * P) := by
    calc Q ^ 2 * P ^ 2 = Q * (Q * P) * P := by noncomm_ring
      _ = Q * (P * Q + c • (1 : A)) * P := by rw [hQP]
      _ = (Q * P) * (Q * P) + c • (Q * P) := by
        simp only [mul_add, add_mul, mul_smul_comm, smul_mul_assoc, mul_one, mul_assoc]
  have h2 : P ^ 2 * Q ^ 2 = (P * Q) * (P * Q) - c • (P * Q) := by
    calc P ^ 2 * Q ^ 2 = P * (P * Q) * Q := by noncomm_ring
      _ = P * (Q * P - c • (1 : A)) * Q := by rw [hPQ]
      _ = (P * Q) * (P * Q) - c • (P * Q) := by
        simp only [mul_sub, sub_mul, mul_smul_comm, smul_mul_assoc, mul_one, mul_assoc]
  unfold symProd
  rw [hs, h1, h2, hPQ]
  -- only the single operator `QP` is left
  generalize Q * P = z
  simp only [pow_two, smul_mul_assoc, mul_smul_comm, mul_add, add_mul, mul_sub, sub_mul,
    mul_one, one_mul]
  module

/-- In a nontrivial complex algebra with `QP - PQ = iħ`, `ħ ≠ 0`, no linear quantisation with
`q ↦ Q`, `p ↦ P` respects the squares of all observables of degree at most two. -/
theorem no_square_preserving_quantisation [Nontrivial A] {Q P : A} {hbar : ℂ}
    (h0 : hbar ≠ 0) (h : Q * P - P * Q = (Complex.I * hbar) • (1 : A)) :
    ¬ ∃ T : Obs →ₗ[ℂ] A, T q = Q ∧ T p = P ∧
      ∀ f : Obs, f.totalDegree ≤ 2 → T (f ^ 2) = T f ^ 2 := by
  rintro ⟨T, hQ, hP, hT⟩
  obtain ⟨v1, v2⟩ := forced_values T hQ hP hT
  have gap := ordering_gap h
  rw [← v1, ← v2, sub_self] at gap
  have hne : 3 * hbar ^ 2 / 4 ≠ 0 :=
    div_ne_zero (mul_ne_zero three_ne_zero (pow_ne_zero 2 h0)) four_ne_zero
  exact smul_ne_zero hne one_ne_zero gap.symm

end

end NoSquarePreservingQuantisation
```

The error:

```
Main.lean:104:63: error(lean.synthInstanceFailed): failed to synthesize instance of type class
  NeZero 4

Hint: Type class instance resolution failures can be inspected with the `set_option trace.Meta.synthInstance true` command.
```

Cause. The error is in the last step, where the proof has to show that the number 3ħ²/4 is not zero. `div_ne_zero` asks for a proof that the numerator is nonzero and another that the denominator is, and for the denominator the file gives `four_ne_zero`. That lemma needs an instance of `NeZero 4`, which Lean has to find by itself, and at this place the search failed. The fact itself is true, since 4 is not zero in the complex numbers. The message doesn't say why the search failed.

The repair puts `by norm_num` in place of `four_ne_zero`. This proves that 4 ≠ 0 by numerical evaluation, so the proof no longer depends on the instance search that `four_ne_zero` started here. The diff also replaces `three_ne_zero` with `by norm_num` in the numerator. Lean reported no error at that lemma, so nothing in the message calls for this second change, which treats the two numerals alike.

This version goes through:

```diff
@@ -102,5 +102,5 @@
   rw [← v1, ← v2, sub_self] at gap
   have hne : 3 * hbar ^ 2 / 4 ≠ 0 :=
-    div_ne_zero (mul_ne_zero three_ne_zero (pow_ne_zero 2 h0)) four_ne_zero
+    div_ne_zero (mul_ne_zero (by norm_num) (pow_ne_zero 2 h0)) (by norm_num)
   exact smul_ne_zero hne one_ne_zero gap.symm
 
```
